# With u(1) = 1 and u′(1) = 4, the match r(a + br²) has a node and a singular potential, while r exp(c + dr²) stays positive for r > 0

The only function $u(r)=r(a+br^2)$ with $u(1)=1$ and $u'(1)=4$ vanishes at $r=1/\sqrt3$, and $u''/(2u)$ is unbounded near that point. The only function $r\,e^{c+dr^2}$ with the same value and slope is positive for all $r>0$ and gives $u''/(2u)=\tfrac92(1+r^2)$. I want to use this as a small example of why the form of a pseudo wavefunction matters when the radial equation is inverted for a potential. Can it be made rigorous and machine-checked, including the two uniqueness claims, and does it depend on the s wave?

## A pole from the polynomial, a parabola from the exponential

Both claims hold, and the formulas behind them extend to every angular momentum $l$. The polynomial match is $u=\tfrac12 r(3r^2-1)$, with $u''/(2u)=9/(3r^2-1)$; the exponential match is $u=r\,e^{3(r^2-1)/2}$. The general case takes a matching radius $R>0$, a prescribed value $U$ and a prescribed slope $S$.

**Coefficients.** For $u=r^{l+1}(a+br^2)$ the slope is
$$u'=(l+1)a\,r^l+(l+3)b\,r^{l+2}.$$
Multiplying the slope condition by $R$ gives two linear equations:
$$aR^{l+1}+bR^{l+3}=U,\qquad (l+1)aR^{l+1}+(l+3)bR^{l+3}=RS.$$
Their only solution is
$$a=\frac{(l+3)U-RS}{2R^{l+1}},\qquad b=\frac{RS-(l+1)U}{2R^{l+3}}.$$

For $u=r^{l+1}e^{c+dr^2}$ and $U>0$, the logarithmic derivative is $u'/u=(l+1)/r+2dr$. Setting it equal to $S/U$ at $R$, and then taking the logarithm of the value condition, gives
$$d=\frac{RS-(l+1)U}{2R^2U},\qquad c=\ln\frac{U}{R^{l+1}}-dR^2.$$

With $l=0$, $R=U=1$ and $S=4$ these are $a=-\tfrac12$, $b=\tfrac32$ and $c=-\tfrac32$, $d=\tfrac32$.

**The node.** Let $U>0$, so that $a+bR^2>0$. If $a+br^2=0$ for some $0<r<R$, subtraction gives $b(R^2-r^2)>0$, hence $b>0$ and $a=-br^2<0$. Conversely, if $a<0$, then $b>0$ and $r=\sqrt{-a/b}$ is a node inside $R$. Since $a<0$ means $(l+3)U<RS$, this inequality decides whether there is a node between the origin and $R$. In the example it reads $3<4$.

**The potential.** In atomic units the radial equation gives
$$V-E=\frac{u''}{2u}-\frac{l(l+1)}{2r^2}.$$
For the polynomial, $u''=l(l+1)a\,r^{l-1}+(l+2)(l+3)b\,r^{l+1}$ when $r>0$. Because $(l+2)(l+3)-l(l+1)=4l+6$,
$$V-E=\frac{(2l+3)b}{a+br^2}.$$
At a node $r_0$ we have $a=-br_0^2$. If $b\ne0$, a step $t>0$ outwards therefore gives
$$V-E=\frac{2l+3}{t(2r_0+t)},$$
which exceeds any bound as $t\to0$.

For the exponential, $u''/u=(u'/u)'+(u'/u)^2$ yields
$$\frac{u''}{u}=\frac{l(l+1)}{r^2}+(4l+6)d+4d^2r^2,$$
so $V-E=(2l+3)d+2d^2r^2$. For $l=0$ and $d=\tfrac32$ this is $\tfrac92+\tfrac92r^2$.

A node alone does not force a singular potential: a solution for a finite potential has $u''=0$ at every $r>0$ where $u=0$. The matched polynomial has $u''\neq0$ at its node, and this produces the pole.

## The Lean file

```lean
import Mathlib

open Real

namespace KerkerVersusPolynomialMatching

noncomputable section

/-- The plain polynomial radial function `r^(l+1) (a + b r²)`. -/
def polyWave (l : ℕ) (a b r : ℝ) : ℝ := r ^ (l + 1) * (a + b * r ^ 2)

/-- The Kerker-type radial function `r^(l+1) exp(c + d r²)`. -/
def kerkerWave (l : ℕ) (c d r : ℝ) : ℝ := r ^ (l + 1) * exp (c + d * r ^ 2)

/-- The radial function `u` has value `U` and slope `S` at the matching radius `R`. -/
def Matches (u : ℝ → ℝ) (R U S : ℝ) : Prop := u R = U ∧ HasDerivAt u S R

/-- The potential minus the energy, in atomic units, obtained by inverting the radial
Schrödinger equation for `u` at angular momentum `l`. -/
def invertedPotential (l : ℕ) (u : ℝ → ℝ) (r : ℝ) : ℝ :=
  deriv (deriv u) r / (2 * u r) - l * (l + 1) / (2 * r ^ 2)

/-- The derivative of a power of the radius, away from the origin. -/
lemma hasDerivAt_pow_div (n : ℕ) {r : ℝ} (hr : r ≠ 0) :
    HasDerivAt (fun x : ℝ => x ^ n) (n * r ^ n / r) r := by
  refine (hasDerivAt_pow n r).congr_deriv ?_
  cases n with
  | zero => simp
  | succ k =>
    rw [Nat.add_sub_cancel, pow_succ]
    field_simp

/-- The slope of the polynomial radial function. -/
lemma polyWave_deriv (l : ℕ) (a b r : ℝ) : HasDerivAt (polyWave l a b)
    ((l + 1) * a * r ^ l + (l + 3) * b * r ^ (l + 2)) r := by
  have e : polyWave l a b = fun x => a * x ^ (l + 1) + b * x ^ (l + 3) := by
    funext x
    simp only [polyWave]
    ring
  rw [e]
  refine (((hasDerivAt_pow (l + 1) r).const_mul a).fun_add
    ((hasDerivAt_pow (l + 3) r).const_mul b)).congr_deriv ?_
  rw [show l + 1 - 1 = l by omega, show l + 3 - 1 = l + 2 by omega]
  push_cast
  ring

/-- The derivative of the exponential factor in the Kerker form. -/
lemma gauss_deriv (c d r : ℝ) : HasDerivAt (fun x : ℝ => exp (c + d * x ^ 2))
    (exp (c + d * r ^ 2) * (2 * d * r)) r := by
  refine (((hasDerivAt_pow 2 r).const_mul d).const_add c).exp.congr_deriv ?_
  rw [show (2 : ℕ) - 1 = 1 from rfl]
  push_cast
  ring

/-- The slope of the Kerker-type radial function. -/
lemma kerkerWave_deriv (l : ℕ) (c d r : ℝ) : HasDerivAt (kerkerWave l c d)
    (((l + 1) * r ^ l + 2 * d * r ^ (l + 2)) * exp (c + d * r ^ 2)) r := by
  refine ((hasDerivAt_pow (l + 1) r).fun_mul (gauss_deriv c d r)).congr_deriv ?_
  rw [show l + 1 - 1 = l by omega]
  push_cast
  ring

/-- Value and slope at `R` fix both coefficients of the polynomial radial function. -/
theorem polyWave_matches_iff (l : ℕ) {R : ℝ} (hR : 0 < R) (U S a b : ℝ) :
    Matches (polyWave l a b) R U S ↔
      a = ((l + 3) * U - R * S) / (2 * R ^ (l + 1)) ∧
      b = (R * S - (l + 1) * U) / (2 * R ^ (l + 3)) := by
  rw [eq_div_iff (by positivity), eq_div_iff (by positivity)]
  constructor
  · rintro ⟨h1, h2⟩
    have h3 := h2.unique (polyWave_deriv l a b R)
    simp only [polyWave] at h1
    constructor <;> rw [← h1, h3] <;> ring
  · rintro ⟨ha, hb⟩
    refine ⟨?_, (polyWave_deriv l a b R).congr_deriv ?_⟩
    · simp only [polyWave]
      linear_combination (ha + hb) / 2
    · apply mul_left_cancel₀ hR.ne'
      linear_combination ((l : ℝ) + 1) / 2 * ha + ((l : ℝ) + 3) / 2 * hb

/-- Value and slope at `R` fix both coefficients of the Kerker-type radial function. -/
theorem kerkerWave_matches_iff (l : ℕ) {R U : ℝ} (hR : 0 < R) (hU : 0 < U) (S c d : ℝ) :
    Matches (kerkerWave l c d) R U S ↔
      d = (R * S - (l + 1) * U) / (2 * R ^ 2 * U) ∧
      c = log (U / R ^ (l + 1)) - d * R ^ 2 := by
  have hp : R ^ (l + 1) ≠ 0 := by positivity
  rw [eq_div_iff (by positivity)]
  constructor
  · rintro ⟨h1, h2⟩
    have h3 := h2.unique (kerkerWave_deriv l c d R)
    simp only [kerkerWave] at h1
    constructor
    · rw [← h1, h3]
      ring
    · have h4 : U / R ^ (l + 1) = exp (c + d * R ^ 2) := by
        rw [div_eq_iff hp, ← h1]
        ring
      rw [h4, log_exp]
      ring
  · rintro ⟨hd, hc⟩
    have h1 : R ^ (l + 1) * exp (c + d * R ^ 2) = U := by
      rw [show c + d * R ^ 2 = log (U / R ^ (l + 1)) by linarith, exp_log (by positivity)]
      field_simp
    refine ⟨h1, (kerkerWave_deriv l c d R).congr_deriv ?_⟩
    apply mul_left_cancel₀ hR.ne'
    linear_combination ((l : ℝ) + 1 + 2 * d * R ^ 2) * h1 + hd

/-- A matched polynomial with positive value at `R` has a node between the origin and `R`
exactly when `R S` exceeds `(l + 3) U`. -/
theorem polyWave_node_iff (l : ℕ) {R U S a b : ℝ} (hR : 0 < R) (hU : 0 < U)
    (h : Matches (polyWave l a b) R U S) :
    (∃ r, 0 < r ∧ r < R ∧ polyWave l a b r = 0) ↔ (l + 3) * U < R * S := by
  have hp : 0 < R ^ (l + 1) := by positivity
  have ha := ((polyWave_matches_iff l hR U S a b).1 h).1
  rw [eq_div_iff (by positivity)] at ha
  have h1 : R ^ (l + 1) * (a + b * R ^ 2) = U := h.1
  have hs : 0 < a + b * R ^ 2 := (mul_pos_iff_of_pos_left hp).1 (by rw [h1]; exact hU)
  constructor
  · rintro ⟨r, hr, hrR, h0⟩
    have h2 : a + b * r ^ 2 = 0 := (mul_eq_zero.1 h0).resolve_left (by positivity)
    have hd : 0 < R ^ 2 - r ^ 2 := by nlinarith
    have hb : 0 < b := (mul_pos_iff_of_pos_right hd).1 (by linarith)
    have hbr : 0 < b * r ^ 2 := by positivity
    have : a * (2 * R ^ (l + 1)) < 0 :=
      mul_neg_of_neg_of_pos (by linarith) (by positivity)
    linarith
  · intro hS
    have han : a < 0 := by
      by_contra hn
      have : 0 ≤ a * (2 * R ^ (l + 1)) := mul_nonneg (not_lt.1 hn) (by positivity)
      linarith
    have hb : 0 < b := (mul_pos_iff_of_pos_right (pow_pos hR 2)).1 (by linarith)
    have hq : 0 < -a / b := div_pos (by linarith) hb
    -- the node sits where `a + b r²` changes sign
    refine ⟨√(-a / b), Real.sqrt_pos.2 hq, ?_, ?_⟩
    · rw [Real.sqrt_lt' hR, div_lt_iff₀ hb]
      linarith
    · have : a + b * (-a / b) = 0 := by
        field_simp
        ring
      simp only [polyWave]
      rw [Real.sq_sqrt hq.le, this, mul_zero]

/-- The inverted potential of the polynomial radial function away from its nodes. -/
theorem polyWave_potential (l : ℕ) {a b r : ℝ} (hr : 0 < r) (h : a + b * r ^ 2 ≠ 0) :
    invertedPotential l (polyWave l a b) r = (2 * l + 3) * b / (a + b * r ^ 2) := by
  have d1 : deriv (polyWave l a b) =
      fun x => (l + 1) * a * x ^ l + (l + 3) * b * x ^ (l + 2) :=
    funext fun x => (polyWave_deriv l a b x).deriv
  have d2 : HasDerivAt (fun x : ℝ => (l + 1) * a * x ^ l + (l + 3) * b * x ^ (l + 2))
      ((l + 1) * a * (l * r ^ l / r) +
        (l + 3) * b * (((l + 2 : ℕ) : ℝ) * r ^ (l + 2) / r)) r :=
    ((hasDerivAt_pow_div l hr.ne').const_mul _).fun_add
      ((hasDerivAt_pow_div (l + 2) hr.ne').const_mul _)
  have hp : r ^ l ≠ 0 := by positivity
  have hr0 := hr.ne'
  rw [invertedPotential, d1, d2.deriv]
  simp only [polyWave, pow_add, pow_one]
  push_cast
  generalize r ^ l = p at hp ⊢
  -- name the denominator and eliminate `a` in its favour
  obtain ⟨q, hq⟩ : ∃ q, q = a + b * r ^ 2 := ⟨_, rfl⟩
  rw [← hq] at h ⊢
  have ha : a = q - b * r ^ 2 := by linarith
  rw [ha]
  field_simp
  ring

/-- For `r > 0`, the inverted potential of the Kerker-type function is `(2 l + 3) d + 2 d² r²`. -/
theorem kerkerWave_potential (l : ℕ) (c d : ℝ) {r : ℝ} (hr : 0 < r) :
    invertedPotential l (kerkerWave l c d) r = (2 * l + 3) * d + 2 * d ^ 2 * r ^ 2 := by
  have d1 : deriv (kerkerWave l c d) =
      fun x => ((l + 1) * x ^ l + 2 * d * x ^ (l + 2)) * exp (c + d * x ^ 2) :=
    funext fun x => (kerkerWave_deriv l c d x).deriv
  have d2 : HasDerivAt
      (fun x : ℝ => ((l + 1) * x ^ l + 2 * d * x ^ (l + 2)) * exp (c + d * x ^ 2))
      (((l + 1) * (l * r ^ l / r) + 2 * d * (((l + 2 : ℕ) : ℝ) * r ^ (l + 2) / r)) *
        exp (c + d * r ^ 2) + ((l + 1) * r ^ l + 2 * d * r ^ (l + 2)) *
        (exp (c + d * r ^ 2) * (2 * d * r))) r :=
    (((hasDerivAt_pow_div l hr.ne').const_mul _).fun_add
      ((hasDerivAt_pow_div (l + 2) hr.ne').const_mul _)).fun_mul (gauss_deriv c d r)
  have hp : r ^ l ≠ 0 := by positivity
  have hE : exp (c + d * r ^ 2) ≠ 0 := (exp_pos _).ne'
  have hr0 := hr.ne'
  rw [invertedPotential, d1, d2.deriv]
  simp only [kerkerWave, pow_add, pow_one]
  push_cast
  generalize exp (c + d * r ^ 2) = E at hE ⊢
  generalize r ^ l = p at hp ⊢
  field_simp
  ring

/-- Let `b ≠ 0` and let `r₀ > 0` be a node of the polynomial radial function. For every bound `M`
there are points outside `r₀`, as close to it as desired, where the function is non-zero and the
inverted potential exceeds `M`. -/
theorem polyWave_potential_unbounded (l : ℕ) {a b r₀ : ℝ} (hb : b ≠ 0) (hr : 0 < r₀)
    (h0 : polyWave l a b r₀ = 0) (M δ : ℝ) (hδ : 0 < δ) :
    ∃ r, r₀ < r ∧ r < r₀ + δ ∧ polyWave l a b r ≠ 0 ∧
      M < invertedPotential l (polyWave l a b) r := by
  have h2 : a + b * r₀ ^ 2 = 0 := (mul_eq_zero.1 h0).resolve_left (by positivity)
  have hM := abs_nonneg M
  have hK : 0 < (2 * r₀ + 1) * (|M| + 1) := by positivity
  -- a step `t` so small that `r² - r₀²` is at most `1 / (|M| + 1)`
  obtain ⟨t, ht, htδ, htK⟩ : ∃ t : ℝ, 0 < t ∧ t < δ ∧
      t * ((2 * r₀ + 1) * (|M| + 1)) ≤ 1 :=
    ⟨min (δ / 2) (1 / ((2 * r₀ + 1) * (|M| + 1))), lt_min (by linarith) (by positivity),
      (min_le_left _ _).trans_lt (by linarith), (le_div_iff₀ hK).1 (min_le_right _ _)⟩
  have hK1 : 1 ≤ (2 * r₀ + 1) * (|M| + 1) := by nlinarith [mul_nonneg hr.le hM]
  have ht1 : t ≤ 1 := by nlinarith [mul_nonneg ht.le (sub_nonneg.2 hK1)]
  have hq : 0 < t * (2 * r₀ + t) := by positivity
  have e : a + b * (r₀ + t) ^ 2 = b * (t * (2 * r₀ + t)) := by linear_combination h2
  have hne : a + b * (r₀ + t) ^ 2 ≠ 0 := by
    rw [e]
    exact mul_ne_zero hb hq.ne'
  have hrt : 0 < r₀ + t := by positivity
  refine ⟨r₀ + t, by linarith, by linarith, mul_ne_zero (by positivity) hne, ?_⟩
  rw [polyWave_potential l hrt hne, e, mul_comm _ b, mul_div_mul_left _ _ hb,
    lt_div_iff₀ hq]
  have s1 : M * (t * (2 * r₀ + t)) ≤ (|M| + 1) * (t * (2 * r₀ + t)) :=
    mul_le_mul_of_nonneg_right (by linarith [le_abs_self M]) hq.le
  have s2 : (|M| + 1) * (t * (2 * r₀ + t)) ≤ (|M| + 1) * (t * (2 * r₀ + 1)) := by
    gcongr
  have hl : (0 : ℝ) ≤ l := Nat.cast_nonneg l
  linarith

/-- For an s wave with value 1 and slope 4 at radius 1, the unique polynomial match has a
node at `1/√3` with unbounded inverted potential nearby, while the unique Kerker-type match
is positive for `r > 0` and has inverted potential `9 (1 + r²) / 2`. -/
theorem polynomial_matching_counterexample :
    (∀ a b, Matches (polyWave 0 a b) 1 1 4 ↔ a = -1 / 2 ∧ b = 3 / 2) ∧
    polyWave 0 (-1 / 2) (3 / 2) (1 / √3) = 0 ∧
    (∀ M δ : ℝ, 0 < δ → ∃ r, 1 / √3 < r ∧ r < 1 / √3 + δ ∧
      polyWave 0 (-1 / 2) (3 / 2) r ≠ 0 ∧
      M < invertedPotential 0 (polyWave 0 (-1 / 2) (3 / 2)) r) ∧
    (∀ c d, Matches (kerkerWave 0 c d) 1 1 4 ↔ c = -3 / 2 ∧ d = 3 / 2) ∧
    (∀ r, 0 < r → 0 < kerkerWave 0 (-3 / 2) (3 / 2) r ∧
      invertedPotential 0 (kerkerWave 0 (-3 / 2) (3 / 2)) r = 9 * (1 + r ^ 2) / 2) := by
  have hs : (1 / √3) ^ 2 = (1 / 3 : ℝ) := by
    rw [div_pow, Real.sq_sqrt (by norm_num)]
    norm_num
  have hnode : polyWave 0 (-1 / 2) (3 / 2) (1 / √3) = 0 := by
    simp only [polyWave]
    rw [hs]
    norm_num
  refine ⟨fun a b => ?_, hnode, fun M δ hδ => ?_, fun c d => ?_, fun r hr => ⟨?_, ?_⟩⟩
  · rw [polyWave_matches_iff 0 one_pos]
    norm_num
  · exact polyWave_potential_unbounded 0 (by norm_num) (by positivity) hnode M δ hδ
  · rw [kerkerWave_matches_iff 0 one_pos one_pos]
    constructor
    · rintro ⟨h1, h2⟩
      norm_num at h1 h2
      constructor <;> linarith
    · rintro ⟨rfl, rfl⟩
      norm_num
  · exact mul_pos (pow_pos hr _) (exp_pos _)
  · rw [kerkerWave_potential 0 _ _ hr]
    push_cast
    ring

end

end KerkerVersusPolynomialMatching
```

```lean
#print axioms KerkerVersusPolynomialMatching.polyWave_node_iff
-- 'KerkerVersusPolynomialMatching.polyWave_node_iff' depends on axioms: [propext, Classical.choice, Quot.sound]
#print axioms KerkerVersusPolynomialMatching.polynomial_matching_counterexample
-- 'KerkerVersusPolynomialMatching.polynomial_matching_counterexample' depends on axioms: [propext, Classical.choice, Quot.sound]
```

## What the definitions and the final theorem say

`polyWave l a b` and `kerkerWave l c d` are the two trial functions, with `l` a natural number and all other quantities real. `Matches u R U S` says that `u` has value `U` at `R` and derivative `S` there. It constrains the trial function only; the outer wavefunction enters through the two numbers `U` and `S`. As a pseudo wavefunction the trial function is meant for $r\le R$, with the outer wavefunction taking over beyond $R$; neither function in the example is normalisable on the whole half-line. `invertedPotential` is $V-E$ in atomic units with the centrifugal term removed, so for `l = 0` it is exactly $u''/(2u)$.

`polynomial_matching_counterexample` has five parts:

1. The polynomial matches the data if and only if $a=-\tfrac12$ and $b=\tfrac32$.
2. That polynomial vanishes at $1/\sqrt3$.
3. For every bound `M` and every distance `δ > 0`, there is a point less than `δ` outside the node where the potential exceeds `M`.
4. The exponential matches the data if and only if $c=-\tfrac32$ and $d=\tfrac32$.
5. For every $r>0$ that exponential is positive and its inverted potential is $9(1+r^2)/2$.

The third part also requires the function to be non-zero at the chosen point. Lean assigns division by zero the value zero, so the potential at the node itself would carry no information.

Only value and slope are matched. Norm conservation and continuity of higher derivatives, which the Kerker and Troullier–Martins constructions impose with longer polynomials in the exponent, are absent. The example therefore concerns two-coefficient trial functions, and the inverted potential need not join the outer one continuously at $R$. The general exponential match assumes $U>0$, which for a non-zero value can be arranged by the overall sign of the wavefunction.

## How the proof follows the calculation

`polyWave_deriv`, `gauss_deriv` and `kerkerWave_deriv` supply the first derivatives. For second derivatives, `hasDerivAt_pow_div` writes the derivative of $r^n$ as $nr^n/r$ for $r\neq0$, which treats $l=0$ together with all other $l$.

In `polyWave_matches_iff` and `kerkerWave_matches_iff`, uniqueness of the derivative turns the slope condition into an equation for the coefficients. In the converse direction, `linear_combination` recombines the coefficient formulas into the matching conditions, with the slope equation first multiplied by $R$ as above. The exponential case also uses `log_exp` and `exp_log` to pass between $c$ and the value at $R$.

`polyWave_node_iff` follows the sign argument and exhibits the node $\sqrt{-a/b}$. `polyWave_potential` and `kerkerWave_potential` insert the second derivatives; `field_simp` and `ring` then carry out the cancellation of $r^l$, the exponential and the centrifugal term.

`polyWave_potential_unbounded` makes the limit explicit. It picks $t<\delta$ with $t(2r_0+1)(|M|+1)\le1$, which also forces $t\le1$. Then $t(2r_0+t)\le1/(|M|+1)$, so the potential is at least $(2l+3)(|M|+1)>M$. The final theorem puts the numbers into these general results.

## Where this step sits in a pseudopotential code

A norm-conserving generator of the Kerker or Troullier–Martins type solves the all-electron radial equation, obtains the wavefunction and its derivatives at a core radius together with the norm inside that radius, and solves for the coefficients of a polynomial $p(r)$ in $u=r^{l+1}e^{p(r)}$. Other norm-conserving schemes use different forms. Inside the core radius the screened potential then follows without dividing by $u$:
$$V=E+\frac{(l+1)p'}{r}+\frac{p''+p'^2}{2}.$$
Subtracting the Hartree and exchange–correlation potentials of the valence pseudo-density gives the ionic pseudopotential. With $p=c+dr^2$, the formula reduces to the parabola found above.

The slope in the example is deliberately steep. If the core radius lies at a positive maximum of $u$, then $S=0$, and the node criterion shows that even the two-coefficient polynomial has no node inside $R$. The exponential form is positive for $r>0$ whatever the slope.
